# Bogoliubov diagonalisation and energy bound for one boson mode with $|B|<A$

Let $a$ be a boson mode, meaning an element of a complex star-algebra with $aa^*-a^*a=1$, let $A$ and $B$ be real energies with $|B|<A$, and put $w=\sqrt{A^2-B^2}$ and $H=A\,a^*a+\tfrac B2\,(a^2+a^{*2})$. The Lean file below shows that $H=w\,b^*b+\tfrac{w-A}{2}$ for a real linear combination $b$ of $a$ and $a^*$ that again satisfies $bb^*-b^*b=1$, and deduces that no state has mean energy below $(w-A)/2$.

```lean
import Mathlib

open scoped ComplexOrder

namespace BogoliubovBound

noncomputable section

-- The standard model of the relation a a* - a* a = 1 is the algebra of ladder operators
-- on the finite-particle vectors of Fock space; it is not constructed in this file.
variable {R : Type*} [Ring R] [StarRing R] [Algebra ℂ R] [StarModule ℂ R]

/-- The quadratic boson Hamiltonian `A a*a + (B/2)(a² + a*²)`. -/
def hamiltonian (A B : ℝ) (a : R) : R :=
  (A : ℂ) • (star a * a) + ((B : ℂ) / 2) • (a ^ 2 + star a ^ 2)

/-- The quasiparticle energy `w = √(A² - B²)`, meant for `|B| < A`. -/
def freq (A B : ℝ) : ℝ := √(A ^ 2 - B ^ 2)

/-- The weight of `a` in the quasiparticle operator, meant for `|B| < A`. -/
def mixU (A B : ℝ) : ℝ := (A + freq A B) / √(2 * freq A B * (A + freq A B))

/-- The weight of `a*` in the quasiparticle operator, meant for `|B| < A`. -/
def mixV (A B : ℝ) : ℝ := B / √(2 * freq A B * (A + freq A B))

/-- The quasiparticle operator `b = u a + v a*`, meant for `|B| < A`. -/
def quasi (A B : ℝ) (a : R) : R := (mixU A B : ℂ) • a + (mixV A B : ℂ) • star a

/-- A state: a linear functional that is positive and normalised. -/
structure IsState (φ : R →ₗ[ℂ] ℂ) : Prop where
  pos : ∀ x, 0 ≤ φ (star x * x)
  map_one : φ 1 = 1

/-- The quasiparticle energy is positive when `|B| < A`. -/
theorem freq_pos {A B : ℝ} (h : |B| < A) : 0 < freq A B := by
  obtain ⟨h1, h2⟩ := abs_lt.1 h
  apply Real.sqrt_pos.2
  nlinarith [mul_pos (show 0 < A - B by linarith) (show 0 < A + B by linarith)]

/-- For `|B| < A` the weights satisfy `u² - v² = 1`, `w (u² + v²) = A` and `2 w u v = B`. -/
theorem mixing_relations {A B : ℝ} (h : |B| < A) :
    mixU A B ^ 2 - mixV A B ^ 2 = 1 ∧
    freq A B * (mixU A B ^ 2 + mixV A B ^ 2) = A ∧
    2 * freq A B * mixU A B * mixV A B = B := by
  have hw := freq_pos h
  have hA : 0 < A := lt_of_le_of_lt (abs_nonneg B) h
  have hsq : freq A B ^ 2 = A ^ 2 - B ^ 2 :=
    Real.sq_sqrt (Real.sqrt_pos.1 hw).le
  have hN : 0 < 2 * freq A B * (A + freq A B) := by positivity
  -- the square of the normalisation factor
  have hp : (√(2 * freq A B * (A + freq A B)))⁻¹ ^ 2 * (2 * freq A B * (A + freq A B)) = 1 := by
    rw [inv_pow, Real.sq_sqrt hN.le]
    exact inv_mul_cancel₀ hN.ne'
  unfold mixU mixV
  simp only [div_eq_mul_inv]
  generalize (√(2 * freq A B * (A + freq A B)))⁻¹ = p at hp ⊢
  refine ⟨?_, ?_, ?_⟩
  · linear_combination hp - p ^ 2 * hsq
  · linear_combination A * hp + freq A B * p ^ 2 * hsq
  · linear_combination B * hp

/-- The adjoint of the quasiparticle operator is `b* = u a* + v a`. -/
theorem star_quasi (A B : ℝ) (a : R) :
    star (quasi A B a) = (mixU A B : ℂ) • star a + (mixV A B : ℂ) • a := by
  simp only [quasi, star_add, star_smul, star_star, Complex.star_def, Complex.conj_ofReal]

/-- If `a` is a boson mode and `|B| < A`, the quasiparticle operator is again a boson mode:
`b b* - b* b = 1`. -/
theorem quasi_ccr {A B : ℝ} (h : |B| < A) {a : R} (ha : a * star a - star a * a = 1) :
    quasi A B a * star (quasi A B a) - star (quasi A B a) * quasi A B a = 1 := by
  have h1 : (mixU A B : ℂ) ^ 2 - (mixV A B : ℂ) ^ 2 = 1 := by
    exact_mod_cast (mixing_relations h).1
  rw [star_quasi]
  simp only [quasi, add_mul, mul_add, smul_mul_assoc, mul_smul_comm]
  linear_combination (norm := module)
    ((mixU A B : ℂ) ^ 2 - (mixV A B : ℂ) ^ 2) • ha + h1 • (1 : R)

/-- Bogoliubov diagonalisation: for a boson mode `a` and `|B| < A`, the Hamiltonian equals
`w b*b + (w - A)/2`. -/
theorem hamiltonian_eq {A B : ℝ} (h : |B| < A) {a : R} (ha : a * star a - star a * a = 1) :
    hamiltonian A B a = (freq A B : ℂ) • (star (quasi A B a) * quasi A B a)
      + (((freq A B : ℂ) - A) / 2) • (1 : R) := by
  obtain ⟨r1, r2, r3⟩ := mixing_relations h
  have h1 : (mixU A B : ℂ) ^ 2 - (mixV A B : ℂ) ^ 2 = 1 := by exact_mod_cast r1
  have h2 : (freq A B : ℂ) * ((mixU A B : ℂ) ^ 2 + (mixV A B : ℂ) ^ 2) = A := by
    exact_mod_cast r2
  have h3 : 2 * (freq A B : ℂ) * (mixU A B : ℂ) * (mixV A B : ℂ) = B := by exact_mod_cast r3
  rw [star_quasi]
  simp only [hamiltonian, quasi, sq, add_mul, mul_add, smul_mul_assoc, mul_smul_comm]
  -- reordering `a a*` produces the constant; the other terms match by the mixing relations
  linear_combination (norm := module)
    (-((freq A B : ℂ) * (mixV A B : ℂ) ^ 2)) • ha - h2 • (star a * a)
      - h3 • ((1 / 2 : ℂ) • (a * a + star a * star a))
      - (h2 - (freq A B : ℂ) * h1) • ((1 / 2 : ℂ) • (1 : R))

/-- For a boson mode `a` and `|B| < A`, the operator `b*` raises the energy by `w`:
`H b* - b* H = w b*`. -/
theorem hamiltonian_ladder {A B : ℝ} (h : |B| < A) {a : R}
    (ha : a * star a - star a * a = 1) :
    hamiltonian A B a * star (quasi A B a) - star (quasi A B a) * hamiltonian A B a
      = (freq A B : ℂ) • star (quasi A B a) := by
  have hb := quasi_ccr h ha
  rw [hamiltonian_eq h ha]
  generalize quasi A B a = b at hb ⊢
  have key : star b * b * star b - star b * (star b * b) = star b := by
    calc star b * b * star b - star b * (star b * b)
        = star b * (b * star b - star b * b) := by noncomm_ring
      _ = star b := by rw [hb, mul_one]
  simp only [add_mul, mul_add, smul_mul_assoc, mul_smul_comm, one_mul, mul_one]
  linear_combination (norm := module) (freq A B : ℂ) • key

/-- In any state, for a boson mode `a` and `|B| < A`, the mean energy is `w` times the mean
quasiparticle number plus `(w - A)/2`. -/
theorem energy_eq {A B : ℝ} (h : |B| < A) {a : R} (ha : a * star a - star a * a = 1)
    {φ : R →ₗ[ℂ] ℂ} (hφ : IsState φ) :
    φ (hamiltonian A B a) = (freq A B : ℂ) * φ (star (quasi A B a) * quasi A B a)
      + ((freq A B : ℂ) - A) / 2 := by
  rw [hamiltonian_eq h ha, map_add, map_smul, map_smul, hφ.map_one, smul_eq_mul,
    smul_eq_mul, mul_one]

/-- Bogoliubov bound: for a boson mode `a` and `|B| < A`, the mean energy in every state is real
and at least `(w - A)/2`. -/
theorem bogoliubov_bound {A B : ℝ} (h : |B| < A) {a : R} (ha : a * star a - star a * a = 1)
    {φ : R →ₗ[ℂ] ℂ} (hφ : IsState φ) :
    (((freq A B - A) / 2 : ℝ) : ℂ) ≤ φ (hamiltonian A B a) := by
  have hw : (0 : ℂ) ≤ (freq A B : ℂ) := by exact_mod_cast (freq_pos h).le
  rw [energy_eq h ha hφ]
  push_cast
  exact le_add_of_nonneg_left (mul_nonneg hw (hφ.pos _))

/-- For a boson mode `a` and `|B| < A`, a state has mean energy `(w - A)/2` exactly when its mean
quasiparticle number vanishes. -/
theorem bound_attained_iff {A B : ℝ} (h : |B| < A) {a : R}
    (ha : a * star a - star a * a = 1) {φ : R →ₗ[ℂ] ℂ} (hφ : IsState φ) :
    φ (hamiltonian A B a) = (((freq A B - A) / 2 : ℝ) : ℂ) ↔
      φ (star (quasi A B a) * quasi A B a) = 0 := by
  have hw : (freq A B : ℂ) ≠ 0 := by exact_mod_cast (freq_pos h).ne'
  rw [energy_eq h ha hφ]
  push_cast
  constructor
  · intro e
    have e' : (freq A B : ℂ) * φ (star (quasi A B a) * quasi A B a) = 0 := by
      linear_combination e
    exact (mul_eq_zero.1 e').resolve_left hw
  · intro e
    rw [e, mul_zero, zero_add]

end

end BogoliubovBound
```

```lean
#print axioms BogoliubovBound.hamiltonian_ladder
-- 'BogoliubovBound.hamiltonian_ladder' depends on axioms: [propext, Classical.choice, Quot.sound]
#print axioms BogoliubovBound.bogoliubov_bound
-- 'BogoliubovBound.bogoliubov_bound' depends on axioms: [propext, Classical.choice, Quot.sound]
#print axioms BogoliubovBound.bound_attained_iff
-- 'BogoliubovBound.bound_attained_iff' depends on axioms: [propext, Classical.choice, Quot.sound]
```

## The mode, the Hamiltonian and the states

The mode lives in an abstract algebra `R`, whose `star` is the adjoint. The instance `StarModule ℂ R` says that scalars are conjugated under the adjoint, $(cx)^*=\bar c\,x^*$. The only property of $a$ that is used is the hypothesis `ha : a * star a - star a * a = 1`. There is no Hilbert space in the statements, and so no question about domains of unbounded operators. Matrices of finite size $n\ge1$ cannot satisfy `ha`, because the trace of a commutator vanishes while the trace of the identity is $n$.

`hamiltonian A B a` is $H$ in normal order: the number term is $a^*a$, without the zero-point energy $A/2$. The term in $B$ creates and destroys quanta in pairs. The functions `freq`, `mixU` and `mixV` give $w$ and the two weights

$$u=\frac{A+w}{N},\qquad v=\frac BN,\qquad N=\sqrt{2w(A+w)},$$

and `quasi A B a` is the quasiparticle operator $b=ua+va^*$. For $B=0$ these reduce to $w=A$, $u=1$, $v=0$ and $b=a$.

The condition $|B|<A$ expresses stability. With $a=(x+ip)/\sqrt2$ the Hamiltonian reads

$$H=\tfrac{A+B}{2}\,x^2+\tfrac{A-B}{2}\,p^2-\tfrac A2,$$

and the condition makes both quadratic coefficients positive, so that $H$ is a shifted harmonic oscillator of frequency $w$ in units with $\hbar=1$.

A state is a complex-linear functional $\varphi$ on the algebra with $\varphi(x^*x)\ge0$ for all $x$ and $\varphi(1)=1$; this is `IsState`. The number $\varphi(x)$ plays the part of the expectation value, for pure and mixed states alike.

## What is proved about the energy

The theorem `hamiltonian_eq` is the operator identity $H=w\,b^*b+(w-A)/2$, and `quasi_ccr` says that $b$ is again a boson mode. `hamiltonian_ladder` adds $Hb^*-b^*H=w\,b^*$: the operator $b^*$ raises the energy by $w$.

`bogoliubov_bound` states $(w-A)/2\le\varphi(H)$ for every state. The inequality is taken in the order of $\mathbb C$, where $z\le z'$ means that the real parts are ordered and the imaginary parts agree. It therefore also says that the mean energy is real. `bound_attained_iff` says that equality holds exactly when the mean quasiparticle number $\varphi(b^*b)$ is zero.

This last theorem is a criterion and does not supply a state that meets it, so $(w-A)/2$ is established as a lower bound and not as a ground-state energy. In Fock space the squeezed vacuum, the vector annihilated by $b$, does meet it, but that is a fact about a representation which the file does not construct.

Bogoliubov's name is also attached to a variational inequality for free energies, which is a different statement. The result here is the one-mode form of the transformation used for quadratic boson Hamiltonians in linear spin-wave theory and in the weakly interacting Bose gas, where the terms usually couple modes of opposite momentum. For this single quadratic mode, the bound gives a reference value that a variational energy computed with normalised Fock-space trial vectors should never undercut.

## The diagonalisation by hand

Since $|B|<A$, both $A-B$ and $A+B$ are positive, hence $w^2=(A-B)(A+B)>0$ and $w>0$. Also $A>0$, so $N^2=2w(A+w)>0$.

The weights satisfy three relations. Using $A^2-B^2=w^2$,

$$u^2-v^2=\frac{(A+w)^2-B^2}{N^2}=\frac{2w^2+2Aw}{2w(A+w)}=1.$$

Using $B^2=A^2-w^2$,

$$w(u^2+v^2)=w\,\frac{(A+w)^2+B^2}{N^2}=w\,\frac{2A(A+w)}{2w(A+w)}=A.$$

Finally,

$$2wuv=\frac{2w(A+w)B}{N^2}=B.$$

Because $u$ and $v$ are real, $b^*=ua^*+va$. The two products are

$$bb^*=u^2aa^*+v^2a^*a+uv(a^2+a^{*2}),$$
$$b^*b=u^2a^*a+v^2aa^*+uv(a^2+a^{*2}).$$

Their difference is $(u^2-v^2)(aa^*-a^*a)=1$, so $b$ is a boson mode.

In $b^*b$ replace $aa^*$ by $a^*a+1$ and multiply by $w$:

$$w\,b^*b=w(u^2+v^2)\,a^*a+wuv\,(a^2+a^{*2})+wv^2.$$

The first two coefficients are $A$ and $B/2$, so these terms are exactly $H$. Subtracting $w(u^2-v^2)=w$ from $w(u^2+v^2)=A$ gives $wv^2=(A-w)/2$. Hence

$$H=w\,b^*b+\frac{w-A}{2}.$$

For the ladder relation, the constant commutes with $b^*$, and

$$b^*b\,b^*-b^*b^*b=b^*(bb^*-b^*b)=b^*.$$

Multiplication by $w$ gives $Hb^*-b^*H=w\,b^*$.

For a state $\varphi$, linearity and $\varphi(1)=1$ yield

$$\varphi(H)=w\,\varphi(b^*b)+\frac{w-A}{2}.$$

Positivity gives $\varphi(b^*b)\ge0$, and with $w>0$ the bound follows. Equality means $w\,\varphi(b^*b)=0$, which is the same as $\varphi(b^*b)=0$ because $w\neq0$.

## The same steps in Lean

`freq_pos` proves $w>0$ by giving `nlinarith` the positive product $(A-B)(A+B)$.

`mixing_relations` proves the three relations for $u$ and $v$. It replaces $1/N$ by a symbol `p` that is known only through `hp`, which says $p^2\cdot2w(A+w)=1$. Together with `hsq`, which says $w^2=A^2-B^2$, this turns each relation into a polynomial identity, and `linear_combination` checks it from the stated multiples of the two equations.

`star_quasi` computes $b^*$. In `quasi_ccr` and `hamiltonian_eq`, `simp only` expands the products and moves the scalars to the front. What remains is linear in $a^*a$, $aa^*$, $a^2$, $a^{*2}$ and $1$, so `linear_combination (norm := module)` can compare coefficients without assuming that operators commute. In `hamiltonian_eq` the multiple of `ha` with coefficient $-wv^2$ carries out the reordering of $aa^*$. The relations `h2` and `h3` match the number and pair terms, and `h2` and `h1` together fix the constant.

`hamiltonian_ladder` first rewrites $H$ in diagonal form and then forgets how $b$ was built, keeping only its commutation relation. The intermediate result `key` is the identity $b^*b\,b^*-b^*b^*b=b^*$.

`energy_eq` applies $\varphi$ to the diagonal form. `bogoliubov_bound` then discards the nonnegative term $w\,\varphi(b^*b)$, and `bound_attained_iff` cancels the nonzero factor $w$ in one direction and substitutes $\varphi(b^*b)=0$ in the other.
